# The configuration weights of a two-electron determinant of orthonormal orbitals sum to 1

When a two-electron determinant is expanded in the configurations of an orthonormal one-particle basis, the squared moduli of its coefficients can be read as probabilities only if they sum to 1. For orthonormal spin-orbitals they do. If the two spin-orbitals are normalised but overlap by $S$, with $|S|<1$, the coefficients must first be divided by $\sqrt{1-|S|^2}$. Both cases follow from one identity for $2\times2$ minors, which covers a single determinant of two electrons in a finite basis.

## From minors to overlaps

Let $e_1,\dots,e_M$ be orthonormal spin-orbitals, and let $a=\sum_k a_k e_k$ and $b=\sum_k b_k e_k$ be two orbitals. Write $\Phi_{kl}=(e_k\otimes e_l-e_l\otimes e_k)/\sqrt2$ for the basis configurations. Since $\Phi_{lk}=-\Phi_{kl}$ and $\Phi_{kk}=0$,

$$\frac{a\otimes b-b\otimes a}{\sqrt2}=\sum_{k,l}a_kb_l\,\Phi_{kl}=\sum_{k<l}C^{ab}_{kl}\,\Phi_{kl},\qquad C^{ab}_{kl}=a_kb_l-b_ka_l .$$

The amplitude $C^{ab}_{kl}$ is the minor of the coefficients on rows $k$ and $l$, and its squared modulus is the weight of the configuration.

Let $c,d$ be a second pair of orbitals, and let $\langle x,y\rangle=\sum_k\overline{x_k}\,y_k$. Multiplying out gives

$$\overline{C^{ab}_{kl}}\,C^{cd}_{kl}=\bar a_kc_k\,\bar b_ld_l-\bar a_kd_k\,\bar b_lc_l-\bar b_kc_k\,\bar a_ld_l+\bar b_kd_k\,\bar a_lc_l .$$

Summed over all $k$ and $l$, each term factorises, and the total is $2\left(\langle a,c\rangle\langle b,d\rangle-\langle a,d\rangle\langle b,c\rangle\right)$. Exchanging $k$ and $l$ flips the sign of both amplitudes, so the product is symmetric; it also vanishes at $k=l$. The full sum therefore counts each pair $k<l$ twice, and

$$\sum_{k<l}\overline{C^{ab}_{kl}}\,C^{cd}_{kl}=\langle a,c\rangle\langle b,d\rangle-\langle a,d\rangle\langle b,c\rangle .$$

Setting $c=a$ and $d=b$, and using $\langle b,a\rangle=\overline{\langle a,b\rangle}$, gives

$$\sum_{k<l}|C^{ab}_{kl}|^2=\|a\|^2\|b\|^2-|\langle a,b\rangle|^2 .$$

For orthonormal orbitals the right-hand side is 1. For normalised orbitals it is $1-|\langle a,b\rangle|^2$, which equals 1 only if they are orthogonal.

The same argument with a plus sign treats the symmetric spatial function of a two-electron singlet, where $a$ and $b$ are now spatial orbitals:

$$\sum_{k,l}|a_kb_l+b_ka_l|^2=2\left(\|a\|^2\|b\|^2+|\langle a,b\rangle|^2\right).$$

Here the diagonal terms survive, so the sum stays over all $k,l$.

## Orbitals and amplitudes in Lean

An orbital is a vector in `EuclideanSpace ℂ (Fin M)`, whose indices run from $0$ to $M-1$. Its inner product is the one above, so the basis is taken to be orthonormal; overlapping atomic orbitals would need a metric matrix.

```lean
import Mathlib

open scoped InnerProductSpace ComplexConjugate

namespace TwoElectronWeights

variable {M : ℕ}
```

The amplitude is defined directly as a minor. Antisymmetry is thus built into the definition, and the expansion of the two-electron function in the $\Phi_{kl}$ is the physical reason for choosing it.

```lean
/-- The amplitude of the configuration `(k, l)` in the two-electron determinant of the
orbitals `a` and `b`: the minor of the orbital coefficients on rows `k` and `l`. -/
def amplitude (a b : EuclideanSpace ℂ (Fin M)) (k l : Fin M) : ℂ :=
  Matrix.det !![a k, b k; a l, b l]
```

The next two lemmas give the explicit forms used in the derivation: the expanded minor, and the inner product as a sum with the first orbital conjugated.

```lean
/-- The amplitude is the antisymmetrised product `a_k b_l - b_k a_l`. -/
theorem amplitude_eq (a b : EuclideanSpace ℂ (Fin M)) (k l : Fin M) :
    amplitude a b k l = a k * b l - b k * a l := by
  simp [amplitude, Matrix.det_fin_two]

/-- The overlap of two orbitals is the sum of the products of their coefficients, those of
the first orbital being conjugated. -/
theorem inner_eq_sum (x y : EuclideanSpace ℂ (Fin M)) :
    ⟪x, y⟫_ℂ = ∑ k, conj (x k) * y k := by
  simp [PiLp.inner_apply, mul_comm]
```

## Counting each pair twice

For any symmetric `F` that is zero on the diagonal, twice the sum over `k < l` is the full double sum. The proof splits the double sum into the parts above and below the diagonal (`h1`), then exchanges the order of summation and uses symmetry to show that the parts agree (`h2`).

```lean
/-- For a symmetric pair quantity that vanishes on the diagonal, the sum over all ordered
index pairs counts each pair `k < l` twice. -/
theorem two_mul_sum_pairs (F : Fin M → Fin M → ℂ) (hs : ∀ k l, F k l = F l k)
    (hd : ∀ k, F k k = 0) :
    2 * ∑ k, ∑ l with k < l, F k l = ∑ k, ∑ l, F k l := by
  -- split the double sum into the parts above and below the diagonal
  have h1 : ∑ k, ∑ l, F k l = (∑ k, ∑ l, if k < l then F k l else 0)
      + ∑ k, ∑ l, if l < k then F k l else 0 := by
    simp only [← Finset.sum_add_distrib]
    refine Finset.sum_congr rfl fun k _ => Finset.sum_congr rfl fun l _ => ?_
    rcases lt_trichotomy k l with h | h | h
    · simp [h, h.not_gt]
    · subst h
      simp [hd]
    · simp [h, h.not_gt]
  -- the two parts agree by symmetry
  have h2 : (∑ k, ∑ l, if l < k then F k l else 0)
      = ∑ k, ∑ l, if k < l then F k l else 0 := by
    rw [Finset.sum_comm]
    refine Finset.sum_congr rfl fun k _ => Finset.sum_congr rfl fun l _ => ?_
    rw [hs l k]
  simp only [Finset.sum_filter]
  rw [h1, h2]
  ring
```

## The overlap of two determinants

This is the Cauchy–Binet formula for two columns; more electrons would need larger minors. The orbitals are arbitrary. In the proof, `h1` applies the counting lemma, `h2` is the four-term factorisation, and the last line halves the result.

```lean
/-- The overlap of two two-electron determinants, summed over configurations `k < l`, is the
determinant of the overlaps of their orbitals. -/
theorem determinant_overlap (a b c d : EuclideanSpace ℂ (Fin M)) :
    ∑ k, ∑ l with k < l, conj (amplitude a b k l) * amplitude c d k l
      = ⟪a, c⟫_ℂ * ⟪b, d⟫_ℂ - ⟪a, d⟫_ℂ * ⟪b, c⟫_ℂ := by
  have h1 := two_mul_sum_pairs
    (fun k l => conj (amplitude a b k l) * amplitude c d k l)
    (fun k l => by simp only [amplitude_eq, map_sub, map_mul]; ring)
    (fun k => by simp only [amplitude_eq, map_sub, map_mul]; ring)
  -- the unrestricted double sum factorises into orbital overlaps
  have h2 : ∑ k, ∑ l, conj (amplitude a b k l) * amplitude c d k l
      = ⟪a, c⟫_ℂ * ⟪b, d⟫_ℂ - ⟪a, d⟫_ℂ * ⟪b, c⟫_ℂ
        - ⟪b, c⟫_ℂ * ⟪a, d⟫_ℂ + ⟪b, d⟫_ℂ * ⟪a, c⟫_ℂ := by
    simp only [inner_eq_sum, Finset.sum_mul_sum, ← Finset.sum_sub_distrib,
      ← Finset.sum_add_distrib]
    refine Finset.sum_congr rfl fun k _ => Finset.sum_congr rfl fun l _ => ?_
    simp only [amplitude_eq, map_sub, map_mul]
    ring
  linear_combination (1 / 2 : ℂ) * (h1.trans h2)
```

## The total weight

The weight identity sets the second pair of orbitals equal to the first. The overlap formula is an equation between complex numbers, so the proof rewrites $\langle a,a\rangle$, $\langle b,b\rangle$ and $\langle a,b\rangle\langle b,a\rangle$ as squared norms and moduli, and `exact_mod_cast` then passes to the reals. For $M=0$ or $M=1$ there are no pairs, and both sides are zero.

```lean
/-- The configuration weights of a two-electron determinant of arbitrary orbitals sum to the
product of the squared orbital norms minus the squared modulus of the orbital overlap. -/
theorem total_weight (a b : EuclideanSpace ℂ (Fin M)) :
    ∑ k, ∑ l with k < l, ‖amplitude a b k l‖ ^ 2
      = ‖a‖ ^ 2 * ‖b‖ ^ 2 - ‖⟪a, b⟫_ℂ‖ ^ 2 := by
  have h := determinant_overlap a b a b
  have ha : ⟪a, a⟫_ℂ = ((‖a‖ : ℝ) : ℂ) ^ 2 := inner_self_eq_norm_sq_to_K a
  have hb : ⟪b, b⟫_ℂ = ((‖b‖ : ℝ) : ℂ) ^ 2 := inner_self_eq_norm_sq_to_K b
  have hc : ⟪b, a⟫_ℂ = conj ⟪a, b⟫_ℂ := (inner_conj_symm b a).symm
  rw [ha, hb, hc, Complex.mul_conj'] at h
  simp only [Complex.conj_mul'] at h
  exact_mod_cast h
```

Orthonormality enters as three hypotheses: two unit norms and a vanishing overlap. Such a pair of orbitals exists only for $M\ge2$.

```lean
/-- The configuration weights of a two-electron determinant of orthonormal orbitals
sum to 1. -/
theorem total_weight_orthonormal (a b : EuclideanSpace ℂ (Fin M))
    (ha : ‖a‖ = 1) (hb : ‖b‖ = 1) (hab : ⟪a, b⟫_ℂ = 0) :
    ∑ k, ∑ l with k < l, ‖amplitude a b k l‖ ^ 2 = 1 := by
  rw [total_weight, ha, hb, hab]
  norm_num
```

Conversely, if normalised orbitals give total weight 1, the identity leaves $|\langle a,b\rangle|^2=0$.

```lean
/-- For normalised orbitals, the configuration weights sum to 1 only if the orbitals are
orthogonal. -/
theorem orthogonal_of_total_weight (a b : EuclideanSpace ℂ (Fin M))
    (ha : ‖a‖ = 1) (hb : ‖b‖ = 1)
    (h : ∑ k, ∑ l with k < l, ‖amplitude a b k l‖ ^ 2 = 1) :
    ⟪a, b⟫_ℂ = 0 := by
  rw [total_weight, ha, hb] at h
  have h0 : ‖⟪a, b⟫_ℂ‖ ^ 2 = 0 := by linarith
  exact norm_eq_zero.mp (pow_eq_zero_iff two_ne_zero |>.mp h0)
```

## Weights and the one-particle density

Fix $k$ and sum the four-term product over $l$ alone, with $c=a$ and $d=b$:

$$\sum_l|C^{ab}_{kl}|^2=|a_k|^2\|b\|^2-\bar a_kb_k\langle b,a\rangle-\bar b_ka_k\langle a,b\rangle+|b_k|^2\|a\|^2 .$$

For orthonormal orbitals this is $|a_k|^2+|b_k|^2$, the mean occupation of basis state $k$, which is the diagonal element of the one-particle density matrix in this basis. The sum over all `l` meets each configuration containing $k$ once, because the order of the indices changes only the sign of the amplitude and the term $l=k$ is zero. In the proof, `h` is the displayed equation, and the remaining lines insert the orthonormality conditions.

```lean
/-- For orthonormal orbitals, the weights of all configurations that contain the basis state
`k` sum to the density `|a_k|² + |b_k|²`. -/
theorem occupation_eq_density (a b : EuclideanSpace ℂ (Fin M))
    (ha : ‖a‖ = 1) (hb : ‖b‖ = 1) (hab : ⟪a, b⟫_ℂ = 0) (k : Fin M) :
    ∑ l, ‖amplitude a b k l‖ ^ 2 = ‖a k‖ ^ 2 + ‖b k‖ ^ 2 := by
  -- sum over the partner state `l` for general orbitals
  have h : ∑ l, conj (amplitude a b k l) * amplitude a b k l
      = conj (a k) * a k * ⟪b, b⟫_ℂ - conj (a k) * b k * ⟪b, a⟫_ℂ
        - conj (b k) * a k * ⟪a, b⟫_ℂ + conj (b k) * b k * ⟪a, a⟫_ℂ := by
    simp only [inner_eq_sum, Finset.mul_sum, ← Finset.sum_sub_distrib,
      ← Finset.sum_add_distrib]
    refine Finset.sum_congr rfl fun l _ => ?_
    simp only [amplitude_eq, map_sub, map_mul]
    ring
  -- orthonormality removes the cross terms
  have haa : ⟪a, a⟫_ℂ = 1 := by rw [inner_self_eq_norm_sq_to_K, ha]; simp
  have hbb : ⟪b, b⟫_ℂ = 1 := by rw [inner_self_eq_norm_sq_to_K, hb]; simp
  have hba : ⟪b, a⟫_ℂ = 0 := inner_eq_zero_symm.mp hab
  simp only [haa, hbb, hab, hba, mul_zero, mul_one, sub_zero, Complex.conj_mul'] at h
  exact_mod_cast h
```

## When the determinant vanishes

Two electrons cannot occupy the same spin-orbital, and more generally the determinant vanishes exactly when its orbitals are linearly dependent. Suppose $sa+tb=0$. Then

$$sC^{ab}_{kl}=b_l(sa_k+tb_k)-b_k(sa_l+tb_l)=0,$$
$$tC^{ab}_{kl}=a_k(sa_l+tb_l)-a_l(sa_k+tb_k)=0,$$

so one nonzero amplitude forces $s=t=0$. These are `h1` and `h2` in the first half of the proof.

For the other direction, suppose that $a$ and $b$ are independent but every amplitude vanishes. Then $b_ka-a_kb=0$ for each $k$, since its component $l$ is $-C^{ab}_{kl}$. Independence gives $a_k=0$ for every $k$, hence $a=0$, which contradicts independence. The code first extends the vanishing from `k < l` to all index pairs (`hz`) and then derives `a = 0`.

```lean
/-- Some configuration of the two-electron determinant has a nonzero amplitude if and only if
the two orbitals are linearly independent. -/
theorem exists_amplitude_ne_zero_iff (a b : EuclideanSpace ℂ (Fin M)) :
    (∃ k l, k < l ∧ amplitude a b k l ≠ 0) ↔ LinearIndependent ℂ ![a, b] := by
  rw [LinearIndependent.pair_iff]
  constructor
  · rintro ⟨k, l, -, hkl⟩ s t hst
    have hp : ∀ i, s * a i + t * b i = 0 := fun i => by
      simpa using congrArg (fun v : EuclideanSpace ℂ (Fin M) => v i) hst
    -- eliminate one coefficient at a time, as in Cramer's rule
    have h1 : s * amplitude a b k l = 0 := by
      rw [amplitude_eq]
      linear_combination b l * hp k - b k * hp l
    have h2 : t * amplitude a b k l = 0 := by
      rw [amplitude_eq]
      linear_combination a k * hp l - a l * hp k
    exact ⟨(mul_eq_zero.mp h1).resolve_right hkl, (mul_eq_zero.mp h2).resolve_right hkl⟩
  · intro h
    by_contra hne
    push Not at hne
    have hz : ∀ k l, a k * b l - b k * a l = 0 := fun k l => by
      rcases lt_trichotomy k l with hkl | hkl | hkl
      · rw [← amplitude_eq]
        exact hne k l hkl
      · subst hkl
        ring
      · have h' := hne l k hkl
        rw [amplitude_eq] at h'
        linear_combination -h'
    -- vanishing minors give a linear relation for each `k`, so independence forces `a = 0`
    have ha : a = 0 := by
      ext k
      have hr : b k • a + (-a k) • b = 0 := by
        ext l
        simp only [PiLp.add_apply, PiLp.smul_apply, PiLp.zero_apply, smul_eq_mul]
        linear_combination -hz k l
      simpa using (h _ _ hr).2
    exact one_ne_zero (h 1 0 (by simp [ha])).1

end TwoElectronWeights
```

```lean
#print axioms TwoElectronWeights.total_weight_orthonormal
#print axioms TwoElectronWeights.orthogonal_of_total_weight
#print axioms TwoElectronWeights.occupation_eq_density
#print axioms TwoElectronWeights.exists_amplitude_ne_zero_iff
```

```
'TwoElectronWeights.total_weight_orthonormal' depends on axioms: [propext, Classical.choice, Quot.sound]
'TwoElectronWeights.orthogonal_of_total_weight' depends on axioms: [propext, Classical.choice, Quot.sound]
'TwoElectronWeights.occupation_eq_density' depends on axioms: [propext, Classical.choice, Quot.sound]
'TwoElectronWeights.exists_amplitude_ne_zero_iff' depends on axioms: [propext, Classical.choice, Quot.sound]
```
